# For affine local energies on a fixed sample, the variance always has a minimizer, but the mean is bounded below only if the slopes sum to zero

Take two sample points and two real parameters x and y, with local energies

E_1 = a_1 + x,  E_2 = a_2 + y.

Their mean is (a_1 + a_2 + x + y)/2, which has no lower bound. Their variance is ((a_1 − a_2 + x − y)/2)², which is never negative and vanishes when x = ε − a_1 and y = ε − a_2. Both local energies then equal ε, and ε can be any real number. The variance has reached its minimum, yet it says nothing about which energy is right.

## Means, variances and independent slopes

Let the sample have N ≥ 1 points, labelled by i, and let p be a vector of n real parameters. The local energies are

E_i(p) = a_i + b_i · p,

with real offsets a_i and slopes b_i in ℝⁿ. In variational Monte Carlo, E_i is Hψ/ψ at the i-th configuration. It is generally non-linear in the parameters of ψ, so the affine form stands for a first-order expansion about reference parameters, used here for all p. The configurations stay fixed and are not reweighted as p changes.

Write ā for the mean of the offsets, s = ∑ b_i for the summed slope, Ē(p) for the mean energy and V(p) for the variance with divisor N.

**The mean.** Averaging the local energies gives

Ē(p) = ā + (s · p)/N.

If s = 0, this is constant and therefore bounded below. If s ≠ 0, suppose that m were a lower bound, and take

p = −[N(ā − m + 1)/(s · s)] s.

Then Ē(p) = ā − (ā − m + 1) = m − 1, which lies below m. So the mean is bounded below exactly when s = 0, that is, when the gradients of the local energies with respect to p average to zero over the sample.

**The variance.** Subtracting the mean leaves

E_i(p) − Ē(p) = (a_i − ā) + (b_i − s/N) · p.

Put u_i = −(a_i − ā) and (Lp)_i = (b_i − s/N) · p. Then

V(p) = |u − Lp|²/N.

The vectors Lp form a linear subspace of ℝᴺ, which is closed. Its part within distance |u| of u is compact and contains 0, so the distance to u attains a minimum there, and every other point of the subspace is farther away. If Lq is a nearest point, q minimizes V.

**Zero variance at any energy.** A sum of squares vanishes only if each term does, so mean ε and variance zero together mean that E_i = ε for all i. We must therefore solve b_i · p = ε − a_i for every i.

Suppose that the b_i are linearly independent. The map Tc = ∑ c_i b_i from ℝᴺ to ℝⁿ is then injective and has a linear left inverse g, so g(b_i)_j = δ_ij. With f_k the k-th standard basis vector of ℝⁿ, set

p_k = ∑_j (ε − a_j) g(f_k)_j.

By linearity of g,

b_i · p = ∑_j (ε − a_j) ∑_k (b_i)_k g(f_k)_j = ∑_j (ε − a_j) g(b_i)_j = ε − a_i.

Conversely, suppose that zero variance is available for all offsets and all energies, and let ∑ c_i b_i = 0. Choose a = c and ε = 0. Some p satisfies c_i + b_i · p = 0 for all i. Multiplying by c_i and summing gives

∑ c_i² = −(∑ c_i b_i) · p = 0,

so every c_i is zero and the slopes are independent.

Independent slopes also make the mean unbounded below, because s = 0 would be a linear relation with all coefficients equal to 1.

**Equal slopes.** Let n = 1, b_1 = b_2 = 1, a_1 = 0 and a_2 = 1. The energies p and 1 + p have variance 1/4 for every p. Non-zero slopes alone therefore do not guarantee zero variance at even one energy.

**Prescribing each energy separately.** For independent slopes and arbitrary targets t_i, the same construction with a_i − t_i as offsets and ε = 0 yields a p with E_i(p) = t_i for all i. This corollary has no theorem of its own below.

For variational Monte Carlo, this means that in the affine, unweighted model on a finite sample, variance minimization always has a solution, but a vanishing variance does not certify the energy when the slopes are independent. Independence requires N ≤ n, at least as many parameters as sample points.

## The sample and its averages in Lean

The sample is a finite type `ι`, and a parameter vector is a function `Fin n → ℝ`.

```lean
import Mathlib

open Matrix

namespace LinearLocalEnergySample

noncomputable section

variable {ι : Type*} [Fintype ι] {n : ℕ}
```

The local energy takes the offsets, the slopes and the parameters, and returns a function on the sample. The symbol `⬝ᵥ` is the ordinary dot product.

```lean
/-- Local energy at sample point `i`, affine in the variational parameters `p`. -/
def localEnergy (a : ι → ℝ) (b : ι → Fin n → ℝ) (p : Fin n → ℝ) (i : ι) : ℝ :=
  a i + b i ⬝ᵥ p
```

The mean and variance are defined for any real function on the sample. Both divide by N, written `Fintype.card ι`; the variance does not use N − 1.

```lean
/-- Unweighted mean of a quantity over a non-empty sample. -/
def sampleMean (E : ι → ℝ) : ℝ := (∑ i, E i) / Fintype.card ι

/-- Unweighted variance of a quantity over a non-empty sample. -/
def sampleVariance (E : ι → ℝ) : ℝ :=
  (∑ i, (E i - sampleMean E) ^ 2) / Fintype.card ι
```

## The mean energy and its fluctuations

The first lemma exchanges the sum over sample points with the sum over parameter components.

```lean
/-- The scalar product of a summed slope with the parameters is the sum of the
scalar products. -/
theorem sum_slope_dot (b : ι → Fin n → ℝ) (p : Fin n → ℝ) :
    (∑ i, b i) ⬝ᵥ p = ∑ i, b i ⬝ᵥ p := by
  simp only [dotProduct, Finset.sum_apply, Finset.sum_mul]
  exact Finset.sum_comm
```

It gives the formula for Ē(p), with `∑ i, b i` in the role of s.

```lean
/-- The mean energy is affine in the parameters, and its slope is the mean of the
individual slopes. -/
theorem mean_energy_eq (a : ι → ℝ) (b : ι → Fin n → ℝ) (p : Fin n → ℝ) :
    sampleMean (localEnergy a b p)
      = sampleMean a + ((∑ i, b i) ⬝ᵥ p) / Fintype.card ι := by
  rw [sum_slope_dot]
  simp only [sampleMean, localEnergy, Finset.sum_add_distrib, add_div]
```

Subtracting that formula from a local energy produces the centred slope b_i − s/N.

```lean
/-- The deviation of a local energy from the sample mean is affine in the parameters,
with the centred slope. -/
theorem fluctuation_eq (a : ι → ℝ) (b : ι → Fin n → ℝ) (p : Fin n → ℝ) (i : ι) :
    localEnergy a b p i - sampleMean (localEnergy a b p)
      = (a i - sampleMean a)
        + (b i - (Fintype.card ι : ℝ)⁻¹ • ∑ j, b j) ⬝ᵥ p := by
  rw [mean_energy_eq, sub_dotProduct, smul_dotProduct, smul_eq_mul]
  unfold localEnergy
  ring
```

## When the mean is bounded below

`BddBelow (Set.range ...)` says that some real number lies below the mean energy for every p. In the forward direction, `m` is such a number, and the proof inserts the step along −s chosen above. The equation `e` evaluates the change in energy, and `linarith` finds the contradiction m ≤ m − 1. In the other direction the mean is constant.

```lean
/-- On a non-empty sample the mean energy is bounded below as a function of the
parameters if and only if the slopes sum to zero. -/
theorem mean_energy_bddBelow_iff [Nonempty ι] (a : ι → ℝ) (b : ι → Fin n → ℝ) :
    BddBelow (Set.range fun p => sampleMean (localEnergy a b p)) ↔ ∑ i, b i = 0 := by
  have hN : (Fintype.card ι : ℝ) ≠ 0 := Nat.cast_ne_zero.2 Fintype.card_ne_zero
  constructor
  · rintro ⟨m, hm⟩
    by_contra hs
    have hss : (∑ i, b i) ⬝ᵥ (∑ i, b i) ≠ 0 := fun h => hs (dotProduct_self_eq_zero.1 h)
    -- a step against the mean slope that lands exactly at energy `m - 1`
    have h := hm (Set.mem_range_self
      ((-((sampleMean a - m + 1) * Fintype.card ι / ((∑ i, b i) ⬝ᵥ (∑ i, b i))))
        • ∑ i, b i))
    simp only [mean_energy_eq, dotProduct_smul, smul_eq_mul] at h
    have e : -((sampleMean a - m + 1) * Fintype.card ι / ((∑ i, b i) ⬝ᵥ (∑ i, b i)))
        * ((∑ i, b i) ⬝ᵥ (∑ i, b i)) / Fintype.card ι = -(sampleMean a - m + 1) := by
      rw [neg_mul, div_mul_cancel₀ _ hss, neg_div, mul_div_cancel_right₀ _ hN]
    rw [e] at h
    linarith
  · intro hs
    refine ⟨sampleMean a, ?_⟩
    rintro _ ⟨p, rfl⟩
    simp [mean_energy_eq, hs]
```

## A nearest point gives the variance minimizer

The theorem provides one `q` whose variance is at most that of every `p`. It does not claim that `q` is unique. It has no non-emptiness hypothesis, since for an empty sample Lean's division by zero makes every variance zero.

The map `L` and the vector `u` are those of the derivation. `WithLp.toLp 2` places them in a space with the Euclidean distance, and `key` identifies the variance with the squared distance divided by N. The range of `L` is closed because it is finite-dimensional, so `exists_infDist_eq_dist` supplies a nearest point. The final `gcongr` carries the inequality between distances over to their squares divided by N.

```lean
/-- The sample variance of the local energy attains a global minimum at some choice
of the parameters. -/
theorem exists_variance_minimizer (a : ι → ℝ) (b : ι → Fin n → ℝ) :
    ∃ q, ∀ p, sampleVariance (localEnergy a b q) ≤ sampleVariance (localEnergy a b p) := by
  -- the linear part of the fluctuations, as a map into Euclidean space
  let L : (Fin n → ℝ) →ₗ[ℝ] EuclideanSpace ℝ ι :=
    { toFun := fun p => WithLp.toLp 2
        (fun i => (b i - (Fintype.card ι : ℝ)⁻¹ • ∑ j, b j) ⬝ᵥ p)
      map_add' := by
        intro x y
        ext i
        exact dotProduct_add (b i - (Fintype.card ι : ℝ)⁻¹ • ∑ j, b j) x y
      map_smul' := by
        intro r x
        ext i
        exact dotProduct_smul r (b i - (Fintype.card ι : ℝ)⁻¹ • ∑ j, b j) x }
  let u : EuclideanSpace ℝ ι := WithLp.toLp 2 (fun i => -(a i - sampleMean a))
  -- the variance is the squared distance from `u` to `L p`, divided by the sample size
  have key : ∀ p, sampleVariance (localEnergy a b p)
      = dist u (L p) ^ 2 / Fintype.card ι := by
    intro p
    rw [EuclideanSpace.dist_eq, Real.sq_sqrt (Finset.sum_nonneg fun i _ => sq_nonneg _)]
    unfold sampleVariance
    congr 1
    refine Finset.sum_congr rfl fun i _ => ?_
    rw [fluctuation_eq, Real.dist_eq, sq_abs]
    change _ = (-(a i - sampleMean a)
      - (b i - (Fintype.card ι : ℝ)⁻¹ • ∑ j, b j) ⬝ᵥ p) ^ 2
    ring
  -- a finite-dimensional subspace is closed, so a nearest point exists
  have hclosed : IsClosed (LinearMap.range L : Set (EuclideanSpace ℝ ι)) :=
    (LinearMap.range L).closed_of_finiteDimensional
  obtain ⟨y, ⟨q, rfl⟩, hq⟩ := hclosed.exists_infDist_eq_dist ⟨L 0, ⟨0, rfl⟩⟩ u
  refine ⟨q, fun p => ?_⟩
  have hle : dist u (L q) ≤ dist u (L p) := by
    rw [← hq]
    exact Metric.infDist_le_dist_of_mem ⟨p, rfl⟩
  rw [key, key]
  gcongr
```

## Zero variance and linear independence

The next theorem translates mean ε with variance zero into equality of all sampled values. Its forward direction extracts each vanishing square from the vanishing sum.

```lean
/-- On a non-empty sample, mean `ε` together with zero variance means that every
sampled value equals `ε`. -/
theorem mean_and_zero_variance_iff [Nonempty ι] (E : ι → ℝ) (ε : ℝ) :
    (sampleMean E = ε ∧ sampleVariance E = 0) ↔ ∀ i, E i = ε := by
  have hN : (Fintype.card ι : ℝ) ≠ 0 := Nat.cast_ne_zero.2 Fintype.card_ne_zero
  constructor
  · rintro ⟨hm, hv⟩ i
    have hsum := (div_eq_zero_iff.1 hv).resolve_right hN
    have hi := (Finset.sum_eq_zero_iff_of_nonneg fun j _ => sq_nonneg _).1 hsum i
      (Finset.mem_univ i)
    have h0 := pow_eq_zero_iff (two_ne_zero) |>.1 hi
    linarith
  · intro h
    have hm : sampleMean E = ε := by
      simp only [sampleMean, h, Finset.sum_const, Finset.card_univ, nsmul_eq_mul]
      field_simp
    exact ⟨hm, by simp [sampleVariance, hm, h]⟩
```

The construction of p follows. `LinearIndependent ℝ b` concerns the whole family of slopes, so a repeated slope already violates it. Independence makes the kernel of `T` trivial, and `g` is the left inverse. The vector `fun l => if k = l then 1 else 0` is f_k, and `Pi.single i 1` is the coordinate vector of sample point i. The statement `hgi` says that g sends b_i to that vector, `hv` expands this in components, and `hdot` reorders the double sum.

```lean
/-- If the slopes are linearly independent, some choice of the parameters makes every
local energy in the sample equal to a prescribed value `ε`. -/
theorem exists_constant_energy (a : ι → ℝ) {b : ι → Fin n → ℝ}
    (hb : LinearIndependent ℝ b) (ε : ℝ) : ∃ p, ∀ i, localEnergy a b p i = ε := by
  classical
  let T : (ι → ℝ) →ₗ[ℝ] (Fin n → ℝ) :=
    { toFun := fun c => ∑ i, c i • b i
      map_add' := by intro x y; simp [add_smul, Finset.sum_add_distrib]
      map_smul' := by intro r x; simp [mul_smul, Finset.smul_sum] }
  have hker : LinearMap.ker T = ⊥ := LinearMap.ker_eq_bot'.2 fun c hc =>
    funext (Fintype.linearIndependent_iff.1 hb c hc)
  -- a left inverse sends each slope to its own coordinate vector
  obtain ⟨g, hg⟩ := T.exists_leftInverse_of_injective hker
  refine ⟨fun k => ∑ j, (ε - a j) * g (fun l => if k = l then 1 else 0) j, fun i => ?_⟩
  have hT : T (Pi.single i 1) = b i := by
    change ∑ j, (Pi.single i 1 : ι → ℝ) j • b j = b i
    simp [Pi.single_apply, ite_smul]
  have hgi : g (b i) = Pi.single i 1 := by
    rw [← hT]
    exact LinearMap.congr_fun hg (Pi.single i 1)
  have hv : ∀ j, ∑ k, b i k * g (fun l => if k = l then 1 else 0) j
      = (Pi.single i 1 : ι → ℝ) j := by
    intro j
    rw [← hgi, LinearMap.pi_apply_eq_sum_univ g (b i)]
    simp only [Finset.sum_apply, Pi.smul_apply, smul_eq_mul]
  have hdot : ∑ k, b i k * ∑ j, (ε - a j) * g (fun l => if k = l then 1 else 0) j
      = ∑ j, (ε - a j) * ∑ k, b i k * g (fun l => if k = l then 1 else 0) j := by
    simp only [Finset.mul_sum]
    rw [Finset.sum_comm]
    exact Finset.sum_congr rfl fun j _ => Finset.sum_congr rfl fun k _ => by ring
  simp only [localEnergy, dotProduct]
  rw [hdot]
  simp only [hv]
  simp [Pi.single_apply]
```

The criterion quantifies over all offsets `a` as well as all energies `ε`. For particular offsets, dependent slopes may still permit zero variance. The forward direction applies the construction just given. The converse calls the hypothesis with `h c 0`, using the coefficients of a linear relation as offsets; `h0` and `h2` then show that the sum of their squares is zero.

```lean
/-- Overfitting criterion: on a non-empty sample the slopes are linearly independent if
and only if, for all offsets `a`, zero variance occurs at every prescribed mean energy. -/
theorem overfitting_iff [Nonempty ι] (b : ι → Fin n → ℝ) :
    LinearIndependent ℝ b ↔ ∀ (a : ι → ℝ) (ε : ℝ), ∃ p,
      sampleMean (localEnergy a b p) = ε ∧ sampleVariance (localEnergy a b p) = 0 := by
  simp only [mean_and_zero_variance_iff]
  refine ⟨fun hb a ε => exists_constant_energy a hb ε, fun h => ?_⟩
  rw [Fintype.linearIndependent_iff]
  intro c hc
  -- use the coefficients of a linear relation as offsets
  obtain ⟨p, hp⟩ := h c 0
  have h0 : ∑ i, c i * (b i ⬝ᵥ p) = 0 := by
    have h1 := sum_slope_dot (fun i => c i • b i) p
    rw [hc, zero_dotProduct] at h1
    simpa only [smul_dotProduct, smul_eq_mul] using h1.symm
  have h2 : ∑ i, c i * c i = 0 := by
    have h3 : ∀ i, c i * c i = -(c i * (b i ⬝ᵥ p)) := by
      intro i
      have h4 : c i + b i ⬝ᵥ p = 0 := hp i
      linear_combination c i * h4
    simp only [h3, Finset.sum_neg_distrib, h0, neg_zero]
  intro i
  exact mul_self_eq_zero.1 ((Finset.sum_eq_zero_iff_of_nonneg
    fun j _ => mul_self_nonneg (c j)).1 h2 i (Finset.mem_univ i))
```

The last theorem combines independence with the criterion for the mean: a vanishing summed slope would force the coefficient 1 to be zero at some sample point.

```lean
/-- On a non-empty sample with linearly independent slopes, the mean energy is
unbounded below. -/
theorem mean_energy_unbounded [Nonempty ι] (a : ι → ℝ) {b : ι → Fin n → ℝ}
    (hb : LinearIndependent ℝ b) :
    ¬ BddBelow (Set.range fun p => sampleMean (localEnergy a b p)) := by
  rw [mean_energy_bddBelow_iff]
  intro h
  exact one_ne_zero (Fintype.linearIndependent_iff.1 hb (fun _ => (1 : ℝ))
    (by simpa only [one_smul] using h) (Classical.arbitrary ι))

end

end LinearLocalEnergySample
```

```lean
#print axioms LinearLocalEnergySample.mean_energy_bddBelow_iff
#print axioms LinearLocalEnergySample.exists_variance_minimizer
#print axioms LinearLocalEnergySample.overfitting_iff
#print axioms LinearLocalEnergySample.mean_energy_unbounded
```

```
'LinearLocalEnergySample.mean_energy_bddBelow_iff' depends on axioms: [propext, Classical.choice, Quot.sound]
'LinearLocalEnergySample.exists_variance_minimizer' depends on axioms: [propext, Classical.choice, Quot.sound]
'LinearLocalEnergySample.overfitting_iff' depends on axioms: [propext, Classical.choice, Quot.sound]
'LinearLocalEnergySample.mean_energy_unbounded' depends on axioms: [propext, Classical.choice, Quot.sound]
```
